# Anderson Mixing: Weights Summing to One and Free Difference Coefficients Reach the Same Residuals

An Anderson step in a self-consistent-field calculation can be computed by an ordinary least-squares solve. The code holds the last $m+1$ iterates $x_0,\dots,x_m$ (densities or potentials, say) and their residuals $f_0,\dots,f_m$, each residual being output minus input. It stores the differences $f_{i+1}-f_i$ as the columns of a matrix $\Delta F$, finds a $\gamma$ that minimises $\|f_m-\Delta F\,\gamma\|$, and builds the next iterate from $\gamma$.

The method is also formulated with a constraint: choose weights $c_i$ with $\sum_i c_i=1$ so that $\sum_i c_i f_i$ is as small as possible. The two problems agree because they search the same set of vectors:

$$\Big\{\sum_{i=0}^{m}c_i f_i \;:\; \sum_{i=0}^{m}c_i=1\Big\}=\Big\{f_m-\sum_{i<m}\gamma_i\,(f_{i+1}-f_i)\;:\;\gamma_i\in\mathbb R\Big\}.$$

This is algebra for a single step with a finite history and real coefficients; it does not address whether the self-consistency iteration converges.

## Two ways to combine a history

The vectors live in a space $V$. Each statement below adds the structure it needs: a real vector space for the algebra, and a norm for the minimisation.

```lean
import Mathlib

open Finset

namespace AndersonAcceleration

noncomputable section

variable {V : Type*}
```

For any history $v_0,\dots,v_m$, the weighted sum is

$$\mathrm{mix}_m(c,v)=\sum_{i=0}^{m}c_i v_i .$$

In Lean, histories and coefficients are sequences indexed by all natural numbers, but only the entries up to $m$ enter. Index $m$ is the newest vector, and `range (m + 1)` runs over $0,\dots,m$.

```lean
/-- The weighted sum `c 0 • v 0 + … + c m • v m` of a history of `m + 1` vectors. -/
def mix [AddCommGroup V] [Module ℝ V] (m : ℕ) (c : ℕ → ℝ) (v : ℕ → V) : V :=
  ∑ i ∈ range (m + 1), c i • v i
```

The difference form starts from the newest vector and subtracts multiples of the successive differences:

$$\mathrm{diff}_m(\gamma,v)=v_m-\sum_{i<m}\gamma_i\,(v_{i+1}-v_i).$$

It has $m$ coefficients, one fewer than the weighted sum. For $m=0$ the sum is empty and only $v_0$ remains.

```lean
/-- The latest vector `v m` corrected by a combination of the `m` successive differences
of the history. -/
def diffForm [AddCommGroup V] [Module ℝ V] (m : ℕ) (γ : ℕ → ℝ) (v : ℕ → V) : V :=
  v m - ∑ i ∈ range m, γ i • (v (i + 1) - v i)
```

## Translating the coefficients

From weights to difference coefficients, take partial sums:

$$C_i=c_0+c_1+\dots+c_i .$$

```lean
/-- The partial sums `c 0 + … + c i` of the mixing weights. -/
def cumul (c : ℕ → ℝ) (i : ℕ) : ℝ := ∑ j ∈ range (i + 1), c j
```

The way back takes successive differences. The weights must sum to one, so the last partial sum has to be 1. The coefficients are therefore continued by that value: $\tilde\gamma_i=\gamma_i$ for $i<m$, and $\tilde\gamma_i=1$ for $i\ge m$.

```lean
/-- The difference coefficients `γ i` for `i < m`, continued by the value one. -/
def padded (m : ℕ) (γ : ℕ → ℝ) (i : ℕ) : ℝ := if i < m then γ i else 1
```

The weights belonging to $\gamma$ are then

$$c_0=\tilde\gamma_0,\qquad c_{i+1}=\tilde\gamma_{i+1}-\tilde\gamma_i .$$

For $m\ge1$ this gives $c_0=\gamma_0$ for the oldest vector and $c_m=1-\gamma_{m-1}$ for the newest. For $m=0$ the single weight is $c_0=1$.

```lean
/-- The mixing weights belonging to difference coefficients `γ`: the first padded coefficient,
followed by the successive differences of the padded coefficients. -/
def weights (m : ℕ) (γ : ℕ → ℝ) : ℕ → ℝ
  | 0 => padded m γ 0
  | i + 1 => padded m γ (i + 1) - padded m γ i
```

## Summation by parts

For arbitrary weights, normalised or not,

$$\sum_{i=0}^{m}c_i v_i=C_m v_m-\sum_{i<m}C_i\,(v_{i+1}-v_i).$$

The proof is by induction on $m$. For $m=0$ both sides are $c_0v_0$. Passing from $m$ to $m+1$ adds $c_{m+1}v_{m+1}$ on the left. On the right, $C_{m+1}=C_m+c_{m+1}$ gives

$$C_m v_m+c_{m+1}v_{m+1}=C_{m+1}v_{m+1}-C_m\,(v_{m+1}-v_m),$$

and the last term is the new member of the difference sum. In the Lean proof, `h1` and `h2` split off the newest vector and the newest weight, and `module` verifies the remaining vector identity.

```lean
/-- Summation by parts: a weighted sum of the history, with any weights, expressed through
the latest vector, the successive differences and the partial sums of the weights. -/
theorem mix_by_parts [AddCommGroup V] [Module ℝ V] (m : ℕ) (c : ℕ → ℝ) (v : ℕ → V) :
    mix m c v = cumul c m • v m - ∑ i ∈ range m, cumul c i • (v (i + 1) - v i) := by
  induction m with
  | zero => simp [mix, cumul]
  | succ m ih =>
    -- split off the newest vector and the newest weight
    have h1 : mix (m + 1) c v = mix m c v + c (m + 1) • v (m + 1) :=
      Finset.sum_range_succ _ _
    have h2 : cumul c (m + 1) = cumul c m + c (m + 1) := Finset.sum_range_succ _ _
    rw [h1, ih, h2, Finset.sum_range_succ]
    module
```

If the weights sum to one, then $C_m=1$ and the leading term is $v_m$ itself. The right-hand side becomes the difference form with $\gamma_i=C_i$:

$$\sum_{i=0}^{m}c_i v_i=\mathrm{diff}_m(C,v).$$

The constraint appears in Lean as the hypothesis `hc`. It makes the mixture an affine combination. Physically, if all the densities in a history integrate to the same number of electrons, so does their weighted sum.

```lean
/-- A mixture whose weights sum to one equals the difference form whose coefficients are
the partial sums of the weights. -/
theorem mix_eq_diffForm [AddCommGroup V] [Module ℝ V] {m : ℕ} {c : ℕ → ℝ}
    (hc : ∑ i ∈ range (m + 1), c i = 1) (v : ℕ → V) :
    mix m c v = diffForm m (cumul c) v := by
  have h : cumul c m = 1 := hc
  rw [diffForm, mix_by_parts, h, one_smul]
```

## Every choice of $\gamma$ comes from normalised weights

The partial sums of the weights built from $\gamma$ telescope:

$$\tilde\gamma_0+(\tilde\gamma_1-\tilde\gamma_0)+\dots+(\tilde\gamma_i-\tilde\gamma_{i-1})=\tilde\gamma_i .$$

The induction in Lean adds one weight at a time, and `ring` carries out the cancellation.

```lean
/-- The partial sums of the weights built from `γ` are the padded coefficients. -/
theorem cumul_weights (m : ℕ) (γ : ℕ → ℝ) (i : ℕ) :
    cumul (weights m γ) i = padded m γ i := by
  induction i with
  | zero => simp [cumul, weights]
  | succ i ih =>
    have h : cumul (weights m γ) (i + 1) = cumul (weights m γ) i + weights m γ (i + 1) :=
      Finset.sum_range_succ _ _
    rw [h, ih]
    simp only [weights]
    ring
```

At $i=m$ the padded value is 1, so

$$\sum_{i=0}^{m}c_i=\tilde\gamma_m=1 .$$

No condition on $\gamma$ was needed: the normalisation is built into the translation.

```lean
/-- The weights built from arbitrary difference coefficients sum to one. -/
theorem sum_weights (m : ℕ) (γ : ℕ → ℝ) : ∑ i ∈ range (m + 1), weights m γ i = 1 :=
  (cumul_weights m γ m).trans (by simp [padded])
```

Conversely, normalised weights can be read off from their partial sums, since

$$C_0=c_0,\qquad C_{i+1}-C_i=c_{i+1}.$$

The padding does no harm here, because $C_m=1$ already agrees with the padded value; the auxiliary statement `hp` records this agreement up to index $m$. The recovery is claimed only for $i\le m$, the entries that belong to the history. Together with the telescoping sum, it makes the translation one-to-one on the entries that matter, although the equality of the two sets does not depend on it.

```lean
/-- Weights that sum to one are recovered from their partial sums. -/
theorem weights_cumul {m : ℕ} {c : ℕ → ℝ} (hc : ∑ i ∈ range (m + 1), c i = 1)
    {i : ℕ} (hi : i ≤ m) : weights m (cumul c) i = c i := by
  -- up to index m the padding agrees with the partial sums
  have hp : ∀ k ≤ m, padded m (cumul c) k = cumul c k := by
    intro k hk
    rcases Nat.lt_or_eq_of_le hk with h | h
    · rw [padded, if_pos h]
    · rw [h, padded, if_neg (lt_irrefl m)]
      exact hc.symm
  cases i with
  | zero =>
    rw [weights, hp 0 hi]
    simp [cumul]
  | succ i =>
    have h : cumul c (i + 1) = cumul c i + c (i + 1) := Finset.sum_range_succ _ _
    rw [weights, hp _ hi, hp i (by omega), h]
    ring
```

For any $\gamma$, let $c$ be the weights just built. They sum to one, so their mixture is the difference form with coefficients $C_i=\tilde\gamma_i$. The difference sum only uses $i<m$, where $\tilde\gamma_i=\gamma_i$. Hence

$$\mathrm{diff}_m(\gamma,v)=\sum_{i=0}^{m}c_i v_i .$$

The proof compares the two difference sums term by term with `Finset.sum_congr`.

```lean
/-- Every difference form is the mixture with the weights built from its coefficients. -/
theorem diffForm_eq_mix [AddCommGroup V] [Module ℝ V] (m : ℕ) (γ : ℕ → ℝ) (v : ℕ → V) :
    diffForm m γ v = mix m (weights m γ) v := by
  rw [mix_eq_diffForm (sum_weights m γ) v]
  unfold diffForm
  congr 1
  refine Finset.sum_congr rfl fun i hi => ?_
  rw [cumul_weights, padded, if_pos (Finset.mem_range.mp hi)]
```

## The two sets of residuals coincide

Now take the history to be the residuals $f_i$. A vector $r=\sum_i c_i f_i$ with $\sum_i c_i=1$ is a difference form with $\gamma_i=C_i$. A vector $r=\mathrm{diff}_m(\gamma,f)$ is a mixture with the weights built from $\gamma$. These are the two inclusions, and the Lean proof supplies exactly these coefficients.

The left-hand set in the statement contains every `r` for which normalised weights exist; `Set.range` on the right collects the difference forms over all real sequences $\gamma$. The residuals may be linearly dependent, and $V$ may have infinite dimension. How the $f_i$ arise from the $x_i$ plays no role.

```lean
/-- The residuals reachable by mixing with weights that sum to one are exactly those
reachable by the difference form with free real coefficients. -/
theorem constrained_eq_unconstrained [AddCommGroup V] [Module ℝ V] (m : ℕ) (f : ℕ → V) :
    {r : V | ∃ c : ℕ → ℝ, ∑ i ∈ range (m + 1), c i = 1 ∧ r = mix m c f} =
      Set.range (fun γ : ℕ → ℝ => diffForm m γ f) := by
  ext r
  constructor
  · rintro ⟨c, hc, rfl⟩
    exact ⟨cumul c, (mix_eq_diffForm hc f).symm⟩
  · rintro ⟨γ, rfl⟩
    exact ⟨weights m γ, sum_weights m γ, diffForm_eq_mix m γ f⟩
```

## The minimisers correspond

Let $c$ be normalised. Its mixed residual equals $\mathrm{diff}_m(C,f)$, and the competitors in the two problems are the same vectors. Therefore

$$\Big\|\sum_i c_i f_i\Big\|\le\Big\|\sum_i c'_i f_i\Big\|\ \text{ for all normalised } c'$$

holds exactly when

$$\|\mathrm{diff}_m(C,f)\|\le\|\mathrm{diff}_m(\gamma,f)\|\ \text{ for all } \gamma .$$

Each direction of the proof translates one competitor into the other form and applies the assumed inequality.

Any norm on a real vector space is allowed, including a weighted one. The statement compares given coefficients; it asserts neither that a minimiser exists nor that it is unique. It also concerns the bare residual norm: a penalty on the size of $\gamma$, added to stabilise the solve, is in general a different penalty from one on the size of $c$.

```lean
/-- Weights that sum to one minimise the norm of the mixed residual under that constraint
if and only if their partial sums minimise the norm of the difference form freely. -/
theorem minimiser_iff [NormedAddCommGroup V] [NormedSpace ℝ V] {m : ℕ} {c : ℕ → ℝ}
    (hc : ∑ i ∈ range (m + 1), c i = 1) (f : ℕ → V) :
    (∀ c' : ℕ → ℝ, ∑ i ∈ range (m + 1), c' i = 1 → ‖mix m c f‖ ≤ ‖mix m c' f‖) ↔
      ∀ γ : ℕ → ℝ, ‖diffForm m (cumul c) f‖ ≤ ‖diffForm m γ f‖ := by
  rw [← mix_eq_diffForm hc f]
  constructor
  · intro h γ
    rw [diffForm_eq_mix]
    exact h _ (sum_weights m γ)
  · intro h c' hc'
    rw [mix_eq_diffForm hc' f]
    exact h _
```

## The update written with differences

With damping $\beta$, the next iterate mixes the damped steps $x_i+\beta f_i$. Applying the difference form to the history $v_i=x_i+\beta f_i$ and regrouping each difference gives

$$\sum_{i=0}^{m}c_i\,(x_i+\beta f_i)=x_m+\beta f_m-\sum_{i<m}C_i\,\big[(x_{i+1}-x_i)+\beta\,(f_{i+1}-f_i)\big].$$

In code, with the iterate differences stored as the columns of $\Delta X$, this is `x + beta*f - (dX + beta*dF) @ gamma`, where `x` and `f` are the newest iterate and residual. The weights $c_i$ never need to be formed. In the theorem $\beta$ is any real number, the same for all vectors of the history; a preconditioner in its place is not covered.

```lean
/-- For weights that sum to one, the mixture of the steps `x i + β • f i` equals the latest such
step minus the combination of the differences of iterates and residuals whose coefficients are the
partial sums of the weights. -/
theorem anderson_update [AddCommGroup V] [Module ℝ V] {m : ℕ} {c : ℕ → ℝ}
    (hc : ∑ i ∈ range (m + 1), c i = 1) (β : ℝ) (x f : ℕ → V) :
    mix m c (fun i => x i + β • f i) =
      (x m + β • f m) -
        ∑ i ∈ range m, cumul c i • ((x (i + 1) - x i) + β • (f (i + 1) - f i)) := by
  rw [mix_eq_diffForm hc]
  simp only [diffForm]
  congr 1
  refine Finset.sum_congr rfl fun i _ => ?_
  module

end

end AndersonAcceleration
```

```lean
#print axioms AndersonAcceleration.weights_cumul
#print axioms AndersonAcceleration.constrained_eq_unconstrained
#print axioms AndersonAcceleration.minimiser_iff
#print axioms AndersonAcceleration.anderson_update
```

```
'AndersonAcceleration.weights_cumul' depends on axioms: [propext, Classical.choice, Quot.sound]
'AndersonAcceleration.constrained_eq_unconstrained' depends on axioms: [propext, Classical.choice, Quot.sound]
'AndersonAcceleration.minimiser_iff' depends on axioms: [propext, Classical.choice, Quot.sound]
'AndersonAcceleration.anderson_update' depends on axioms: [propext, Classical.choice, Quot.sound]
```

## Coefficients as finite tuples

The coefficients could also have been modelled as tuples of exact length, with $c$ of type `Fin (m + 1) → ℝ` and $\gamma$ of type `Fin m → ℝ`. There would then be no unused entries, and the translation between $c$ and $\gamma$ could be phrased as a bijection between normalised tuples and free ones. With sequences, two different $\gamma$ may differ only beyond the history, so the recovery of the coefficients is stated here entry by entry, for the indices that are used. In return, $i$ and $i+1$ are plain natural numbers, and the induction on $m$ needs no conversion between index types.
